# The collective decay matrix of N dipoles aligned along a line has eigenvalues between 0 and N single-emitter rates

**Q:** Identical emitters share one radiation field, so their decay is collective. Which definitions fix the rates here?

**A:** The emitters sit in free space at fixed positions x_i on a line, with dipoles along it. Light has wavenumber k, and rates are in units of the single-emitter rate. With s the phase distance between two emitters, the kernel is

g(s) = 3(sin s − s cos s)/s³ for s ≠ 0, g(0) = 1.

```lean
import Mathlib

open Matrix

namespace AxialSuperradiance

noncomputable section

variable {ι : Type*} [Fintype ι]
```

In Lean g is `axialKernel`, whose argument is called `x`; elsewhere `x` is the list of positions.

```lean
/-- The collective decay kernel of two dipoles pointing along the line that joins them, as a
function of the phase distance `x`, in units of the single-emitter rate; its value at `0` is `1`. -/
def axialKernel (x : ℝ) : ℝ :=
  if x = 0 then 1 else 3 * (Real.sin x - x * Real.cos x) / x ^ 3
```

The decay matrix is Γ_ij = g(k(x_i − x_j)). The finite type `ι` labels the emitters, and `Fintype.card ι` is N. Positions may coincide, and k may be any real number.

```lean
/-- The collective decay matrix of axial dipoles at positions `x i` on a line, for light of
wavenumber `k`. -/
def decayMatrix (k : ℝ) (x : ι → ℝ) : Matrix ι ι ℝ :=
  Matrix.of fun i j => axialKernel (k * (x i - x j))
```

For real amplitudes c_i and u = cos θ, with θ the angle between emission direction and line, the radiation pattern contains

P(u) = (Σ_i c_i cos(k x_i u))² + (Σ_i c_i sin(k x_i u))².

Antenna texts often call the sum itself the array factor; here `arrayFactor` is its squared modulus. Real amplitudes suffice for the modes, meaning the eigenvectors of Γ, because Γ is real and symmetric.

```lean
/-- The array factor: the squared modulus of the sum of the amplitudes `c i` with phases
`k * x i * u`, where `u` is the cosine of the angle between emission direction and line. -/
def arrayFactor (k : ℝ) (x c : ι → ℝ) (u : ℝ) : ℝ :=
  (∑ i, c i * Real.cos (k * x i * u)) ^ 2 + (∑ i, c i * Real.sin (k * x i * u)) ^ 2
```

**Q:** You wrote g down. What ties it to radiation?

**A:** It is an average over the pattern 1 − u² of a single axial dipole:

g(s) = (3/4) ∫₋₁¹ (1 − u²) cos(su) du.

At s = 0 the integral is 4/3, which gives 1. For s ≠ 0, integrating by parts twice gives the antiderivative

F(u) = (1 − u²) sin(su)/s − 2u cos(su)/s² + 2 sin(su)/s³,

F(1) − F(−1) = 4(sin s − s cos s)/s³,

and the factor 3/4 produces g(s). Lean splits the same two cases, checks F′ in `hF`, and applies the fundamental theorem of calculus.

```lean
/-- At zero distance the kernel equals the single-emitter rate. -/
theorem axialKernel_zero : axialKernel 0 = 1 := by
  simp [axialKernel]

/-- The kernel is the average of the interference term `cos (x * u)` over the emission pattern
`1 - u ^ 2` of a single dipole. -/
theorem axialKernel_eq_integral (x : ℝ) :
    axialKernel x = 3 / 4 * ∫ u in (-1 : ℝ)..1, (1 - u ^ 2) * Real.cos (x * u) := by
  by_cases hx : x = 0
  · subst hx
    simp only [axialKernel_zero, zero_mul, Real.cos_zero, mul_one]
    rw [intervalIntegral.integral_sub (continuous_const.intervalIntegrable _ _)
      ((continuous_pow 2).intervalIntegrable _ _), intervalIntegral.integral_const, integral_pow]
    norm_num
  · -- an explicit antiderivative, found by integrating by parts twice
    have hF : ∀ u : ℝ, HasDerivAt (fun u : ℝ => (1 - u ^ 2) * Real.sin (x * u) / x
        - 2 * u * Real.cos (x * u) / x ^ 2 + 2 * Real.sin (x * u) / x ^ 3)
        ((1 - u ^ 2) * Real.cos (x * u)) u := by
      intro u
      have hl : HasDerivAt (fun u : ℝ => x * u) (x * 1) u := (hasDerivAt_id' u).const_mul x
      have hq : HasDerivAt (fun u : ℝ => 1 - u ^ 2) (-(2 * u)) u := by
        simpa using (hasDerivAt_pow 2 u).const_sub 1
      have h := (((hq.fun_mul hl.sin).div_const x).fun_sub
        ((((hasDerivAt_id' u).const_mul 2).fun_mul hl.cos).div_const (x ^ 2))).fun_add
        ((hl.sin.const_mul 2).div_const (x ^ 3))
      refine h.congr_deriv ?_
      field_simp
      ring
    rw [intervalIntegral.integral_eq_sub_of_hasDerivAt (fun u _ => hF u)
      (Continuous.intervalIntegrable (by fun_prop) _ _)]
    simp only [axialKernel, if_neg hx, mul_neg, mul_one, Real.sin_neg, Real.cos_neg]
    field_simp
    ring
```

What remains assumed is that Γ governs the decay of real emitters: the matrix is defined here, not derived from quantum electrodynamics with its weak-coupling and Markov approximations.

**Q:** A symmetric matrix with ones on its diagonal needn't be positive semidefinite. Where do the amplitudes enter?

**A:** Expand both squares in P and use cos a cos b + sin a sin b = cos(a − b):

P(u) = Σ_ij c_i c_j cos(k(x_i − x_j)u).

```lean
/-- The array factor is a sum of interference terms over all pairs of emitters. -/
theorem arrayFactor_eq_sum (k : ℝ) (x c : ι → ℝ) (u : ℝ) :
    arrayFactor k x c u = ∑ i, ∑ j, c i * c j * Real.cos (k * (x i - x j) * u) := by
  unfold arrayFactor
  rw [sq, sq, Finset.sum_mul_sum, Finset.sum_mul_sum, ← Finset.sum_add_distrib]
  refine Finset.sum_congr rfl fun i _ => ?_
  rw [← Finset.sum_add_distrib]
  refine Finset.sum_congr rfl fun j _ => ?_
  rw [show k * (x i - x j) * u = k * x i * u - k * x j * u by ring, Real.cos_sub]
  ring
```

Multiply by (3/4)(1 − u²), integrate, and exchange the integral with the finite sums. Each pair term becomes c_i c_j Γ_ij, so

cᵀΓc = (3/4) ∫₋₁¹ (1 − u²) P(u) du.

For a single excitation shared with normalised amplitudes, Σ_i c_i² = 1, this is the total emission rate in units of the single-emitter rate. Lean writes the left side as `c ⬝ᵥ (decayMatrix k x *ᵥ c)`; continuity of the integrands justifies the exchange.

```lean
/-- The quadratic form of the decay matrix is the emitted power, in single-emitter units: the
normalised single-dipole pattern `3 / 4 * (1 - u ^ 2)` times the array factor, integrated over the
cosine `u` of the emission angle. -/
theorem decay_eq_emitted_power (k : ℝ) (x c : ι → ℝ) :
    c ⬝ᵥ (decayMatrix k x *ᵥ c) =
      3 / 4 * ∫ u in (-1 : ℝ)..1, (1 - u ^ 2) * arrayFactor k x c u := by
  have h : ∀ u : ℝ, (1 - u ^ 2) * arrayFactor k x c u =
      ∑ i, ∑ j, c i * c j * ((1 - u ^ 2) * Real.cos (k * (x i - x j) * u)) := by
    intro u
    rw [arrayFactor_eq_sum, Finset.mul_sum]
    refine Finset.sum_congr rfl fun i _ => ?_
    rw [Finset.mul_sum]
    exact Finset.sum_congr rfl fun j _ => by ring
  simp_rw [h]
  -- exchange the angular integral with the sums over emitters
  rw [intervalIntegral.integral_finsetSum, Finset.mul_sum]
  · simp only [dotProduct, Matrix.mulVec]
    refine Finset.sum_congr rfl fun i _ => ?_
    rw [intervalIntegral.integral_finsetSum, Finset.mul_sum, Finset.mul_sum]
    · refine Finset.sum_congr rfl fun j _ => ?_
      simp only [decayMatrix, Matrix.of_apply, axialKernel_eq_integral,
        intervalIntegral.integral_const_mul]
      ring
    · intro j _
      exact Continuous.intervalIntegrable (by fun_prop) _ _
  · intro i _
    exact Continuous.intervalIntegrable (by fun_prop) _ _
```

**Q:** And the bounds?

**A:** On [−1, 1] both 1 − u² and P(u) are nonnegative, so cᵀΓc ≥ 0. For the upper bound, apply Cauchy–Schwarz, (Σ_i a_i)² ≤ N Σ_i a_i², to the cosine and sine sums separately. Since cos² + sin² = 1,

P(u) ≤ N Σ_i c_i²,

cᵀΓc ≤ (3/4)(4/3) N Σ_i c_i² = N Σ_i c_i².

In the proof, `hP` is the bound on P and `hmono` integrates it; `h0` supplies the value 4/3.

```lean
/-- The quadratic form of the decay matrix lies between zero and the number of emitters times
the squared norm of the amplitudes. -/
theorem decay_bounds (k : ℝ) (x c : ι → ℝ) :
    0 ≤ c ⬝ᵥ (decayMatrix k x *ᵥ c) ∧
      c ⬝ᵥ (decayMatrix k x *ᵥ c) ≤ Fintype.card ι * (c ⬝ᵥ c) := by
  have hw : ∀ u ∈ Set.Icc (-1 : ℝ) 1, 0 ≤ 1 - u ^ 2 := fun u hu => by
    nlinarith [hu.1, hu.2]
  rw [decay_eq_emitted_power]
  constructor
  · refine mul_nonneg (by norm_num) (intervalIntegral.integral_nonneg (by norm_num) ?_)
    intro u hu
    exact mul_nonneg (hw u hu) (add_nonneg (sq_nonneg _) (sq_nonneg _))
  · -- Cauchy-Schwarz bounds the array factor in every direction
    have hP : ∀ u, arrayFactor k x c u ≤ Fintype.card ι * (c ⬝ᵥ c) := by
      intro u
      have h1 := sq_sum_le_card_mul_sum_sq (s := Finset.univ)
        (f := fun i => c i * Real.cos (k * x i * u))
      have h2 := sq_sum_le_card_mul_sum_sq (s := Finset.univ)
        (f := fun i => c i * Real.sin (k * x i * u))
      have h3 : c ⬝ᵥ c = ∑ i, (c i * Real.cos (k * x i * u)) ^ 2
          + ∑ i, (c i * Real.sin (k * x i * u)) ^ 2 := by
        rw [← Finset.sum_add_distrib]
        refine Finset.sum_congr rfl fun i _ => ?_
        linear_combination (-(c i) ^ 2) * Real.sin_sq_add_cos_sq (k * x i * u)
      rw [Finset.card_univ] at h1 h2
      rw [h3, mul_add]
      exact add_le_add h1 h2
    have hmono : ∫ u in (-1 : ℝ)..1, (1 - u ^ 2) * arrayFactor k x c u ≤
        ∫ u in (-1 : ℝ)..1, (1 - u ^ 2) * (Fintype.card ι * (c ⬝ᵥ c)) := by
      refine intervalIntegral.integral_mono_on (by norm_num) ?_ ?_
        fun u hu => mul_le_mul_of_nonneg_left (hP u) (hw u hu)
      · unfold arrayFactor
        exact Continuous.intervalIntegrable (by fun_prop) _ _
      · exact Continuous.intervalIntegrable (by fun_prop) _ _
    have h0 := axialKernel_eq_integral 0
    simp only [axialKernel_zero, zero_mul, Real.cos_zero, mul_one] at h0
    rw [intervalIntegral.integral_mul_const] at hmono
    calc _ ≤ 3 / 4 * ((∫ u in (-1 : ℝ)..1, (1 - u ^ 2)) * (Fintype.card ι * (c ⬝ᵥ c))) :=
          mul_le_mul_of_nonneg_left hmono (by norm_num)
      _ = Fintype.card ι * (c ⬝ᵥ c) := by
          linear_combination (-(Fintype.card ι * (c ⬝ᵥ c))) * h0
```

**Q:** How does that become a statement about eigenvalues?

**A:** The kernel is even, so Γ is symmetric; with the lower bound it is positive semidefinite. Each diagonal entry is g(0) = 1, so the trace is N. If Γv = μv with v ≠ 0, then

0 ≤ μ vᵀv ≤ N vᵀv,

and dividing by vᵀv > 0 gives 0 ≤ μ ≤ N. Here μ is an eigenvalue, not a dipole moment. It is the emission rate of a single excitation prepared in that mode; the dipole–dipole coupling, left out here, can mix the modes afterwards, so the decay need not stay exponential with rate μ.

```lean
/-- The kernel does not depend on the sign of the distance. -/
theorem axialKernel_neg (x : ℝ) : axialKernel (-x) = axialKernel x := by
  simp only [axialKernel_eq_integral, neg_mul, Real.cos_neg]

/-- For `N` axial dipoles at any positions on a line, the collective decay matrix is positive
semidefinite with trace `N`, and each of its eigenvalues lies between `0` and `N`. -/
theorem decayMatrix_spectrum (k : ℝ) (x : ι → ℝ) :
    (decayMatrix k x).PosSemidef ∧ (decayMatrix k x).trace = Fintype.card ι ∧
      ∀ (μ : ℝ) (v : ι → ℝ), v ≠ 0 → decayMatrix k x *ᵥ v = μ • v →
        0 ≤ μ ∧ μ ≤ Fintype.card ι := by
  refine ⟨Matrix.PosSemidef.of_dotProduct_mulVec_nonneg ?_ ?_, ?_, ?_⟩
  · refine Matrix.IsHermitian.ext fun i j => ?_
    simp only [decayMatrix, Matrix.of_apply, star_trivial]
    rw [← axialKernel_neg]
    congr 1
    ring
  · intro c
    simpa only [star_trivial] using (decay_bounds k x c).1
  · simp [Matrix.trace, decayMatrix, axialKernel_zero]
  · intro μ v hv h
    have hpos : 0 < v ⬝ᵥ v :=
      lt_of_le_of_ne (Finset.sum_nonneg fun i _ => mul_self_nonneg (v i))
        fun h0 => hv (dotProduct_self_eq_zero.mp h0.symm)
    have hb := decay_bounds k x v
    rw [h, dotProduct_smul, smul_eq_mul] at hb
    exact ⟨nonneg_of_mul_nonneg_left hb.1 hpos, le_of_mul_le_mul_right hb.2 hpos⟩
```

For fixed two-level emitters in the Markov approximation, positive semidefiniteness is what lets Γ serve as the rate matrix of a Lindblad master equation.

**Q:** Are the limits ever reached?

**A:** Yes, both are reached when N ≥ 2 emitters all coincide. Every entry of Γ is then 1, so (Γc)_i = Σ_j c_j. The uniform mode, with normalised amplitudes 1/√N, has rate N; nonzero amplitudes summing to zero have rate 0. A single emitter has only the rate 1. This idealisation ignores the dipole–dipole shifts, which diverge at zero separation.

```lean
/-- If all `N` emitters sit at the same point, the uniform mode decays at `N` times the
single-emitter rate, and amplitudes that sum to zero do not decay. -/
theorem coincident_emitters (k a : ℝ) :
    decayMatrix k (fun _ : ι => a) *ᵥ (fun _ => 1) = (Fintype.card ι : ℝ) • (fun _ => 1) ∧
      ∀ c : ι → ℝ, ∑ i, c i = 0 → decayMatrix k (fun _ : ι => a) *ᵥ c = 0 := by
  constructor
  · funext i
    simp [decayMatrix, Matrix.mulVec, dotProduct, axialKernel_zero]
  · intro c hc
    funext i
    simp [decayMatrix, Matrix.mulVec, dotProduct, axialKernel_zero, hc]
```

**Q:** And two emitters at a distance?

**A:** Write g for g(k(x_0 − x_1)). Γ has diagonal entries 1 and off-diagonal entries g, so

Γ(1, 1)ᵀ = (1 + g)(1, 1)ᵀ,

Γ(1, −1)ᵀ = (1 − g)(1, −1)ᵀ.

The normalised modes are (1, ±1)/√2. Lean checks both components of each equation, using evenness for the second off-diagonal entry.

```lean
/-- For two emitters the symmetric and antisymmetric modes decay at one plus and one minus the
kernel at the phase distance between the emitters. -/
theorem two_emitters (k : ℝ) (x : Fin 2 → ℝ) :
    decayMatrix k x *ᵥ ![1, 1] = (1 + axialKernel (k * (x 0 - x 1))) • ![1, 1] ∧
      decayMatrix k x *ᵥ ![1, -1] = (1 - axialKernel (k * (x 0 - x 1))) • ![1, -1] := by
  have hs : axialKernel (k * (x 1 - x 0)) = axialKernel (k * (x 0 - x 1)) := by
    rw [← axialKernel_neg]
    congr 1
    ring
  constructor <;> ext i <;> fin_cases i <;>
    simp [decayMatrix, Matrix.mulVec, dotProduct, Fin.sum_univ_two, axialKernel_zero, hs] <;> ring

end

end AxialSuperradiance
```

```lean
#print axioms AxialSuperradiance.decayMatrix_spectrum
-- 'AxialSuperradiance.decayMatrix_spectrum' depends on axioms: [propext, Classical.choice, Quot.sound]
#print axioms AxialSuperradiance.coincident_emitters
-- 'AxialSuperradiance.coincident_emitters' depends on axioms: [propext, Classical.choice, Quot.sound]
#print axioms AxialSuperradiance.two_emitters
-- 'AxialSuperradiance.two_emitters' depends on axioms: [propext, Classical.choice, Quot.sound]
```
